# The mean total energy of n independent, non-interacting copies of a finite system is n times that of one copy

The theorem `meanEnergy_copies` concerns a system with finitely many levels, real energies `E` and real weights `p` that sum to 1; the weights need not be nonnegative. For `n` copies, the joint weight of a configuration is the product of the one-copy weights, and its energy is the sum of the one-copy energies, with no interaction term. The theorem says that the mean of this total energy is `n` times the one-copy mean. The proof exchanges the sum over copies with the sum over configurations, then shows that each copy `k` contributes `∑ i, p i * E i`, the other copies each summing to 1. To do so it writes `E (x k)` as a product over all copies, with factor `E (x j)` at `j = k` and 1 elsewhere.

Lean 4 with Mathlib refuses this proof:

```lean
import Mathlib

open Finset

namespace CollectiveWorkExtraction

noncomputable section

variable {ι : Type*} [Fintype ι]

/-- Mean energy of the distribution `p` on the spectrum `E`. -/
def meanEnergy (E p : ι → ℝ) : ℝ := ∑ i, p i * E i

/-- The joint distribution of `n` independent copies of `p`. -/
def copies (n : ℕ) (p : ι → ℝ) (x : Fin n → ι) : ℝ := ∏ k, p (x k)

/-- The total energy of `n` non-interacting copies. -/
def totalEnergy (n : ℕ) (E : ι → ℝ) (x : Fin n → ι) : ℝ := ∑ k, E (x k)

/-- A sum over all configurations of a product of one-copy factors is the product of
the one-copy sums. -/
theorem sum_configurations {n : ℕ} (f : Fin n → ι → ℝ) :
    ∑ x : Fin n → ι, ∏ k, f k (x k) = ∏ k, ∑ i, f k i := by
  rw [Finset.prod_univ_sum, Fintype.piFinset_univ]

/-- The total mean energy of `n` independent copies is `n` times that of one copy. -/
theorem meanEnergy_copies (n : ℕ) (E : ι → ℝ) {p : ι → ℝ} (hp : ∑ i, p i = 1) :
    meanEnergy (totalEnergy n E) (copies n p) = n * meanEnergy E p := by
  have e : meanEnergy (totalEnergy n E) (copies n p)
      = ∑ k, ∑ x : Fin n → ι, (∏ j, p (x j)) * E (x k) := by
    simp only [meanEnergy, copies, totalEnergy, Finset.mul_sum]
    exact Finset.sum_comm
  -- all copies other than the `k`-th are summed out
  have key : ∀ k : Fin n, ∑ x : Fin n → ι, (∏ j, p (x j)) * E (x k) = ∑ i, p i * E i := by
    intro k
    have h := sum_configurations (fun (j : Fin n) i => p i * if j = k then E i else 1)
    have h1 : ∀ x : Fin n → ι, ∏ j, (p (x j) * if j = k then E (x j) else 1)
        = (∏ j, p (x j)) * E (x k) := by
      intro x
      simp [Finset.prod_mul_distrib]
    have h2 : ∏ j : Fin n, ∑ i, (p i * if j = k then E i else 1) = ∑ i, p i * E i := by
      rw [Finset.prod_eq_single k]
      · simp
      · intro j _ hj
        simp [hj, hp]
      · simp
    simp only [h1] at h
    exact h.trans h2
  rw [e, Finset.sum_congr rfl (fun k _ => key k)]
  simp [meanEnergy]

end

end CollectiveWorkExtraction
```

Messages:

```
Main.lean:38:38: error: unsolved goals
ι : Type u_1
inst✝ : Fintype ι
n : ℕ
E p : ι → ℝ
hp : ∑ i, p i = 1
e : meanEnergy (totalEnergy n E) (copies n p) = ∑ k, ∑ x, (∏ j, p (x j)) * E (x k)
k : Fin n
h : (∑ x, ∏ k_1, p (x k_1) * if k_1 = k then E (x k_1) else 1) = ∏ k_1, ∑ i, p i * if k_1 = k then E i else 1
x : Fin n → ι
⊢ (∏ x_1, if x_1 = k then p (x x_1) * E (x x_1) else p (x x_1)) = (∏ j, p (x j)) * E (x k)
Main.lean:40:12: warning: This simp argument is unused:
  Finset.prod_mul_distrib

Hint: Omit it from the simp argument list.
  [apply] simp

Note: This linter can be disabled with `set_option linter.unusedSimpArgs false`
```

The change, after which it compiles:

```diff
@@ -38,5 +38,6 @@
         = (∏ j, p (x j)) * E (x k) := by
       intro x
-      simp [Finset.prod_mul_distrib]
+      rw [Finset.prod_mul_distrib]
+      simp
     have h2 : ∏ j : Fin n, ∑ i, (p i * if j = k then E i else 1) = ∑ i, p i * E i := by
       rw [Finset.prod_eq_single k]
```

What went wrong. The error is in `h1`, which should turn the product of `p (x j) * if j = k then E (x j) else 1` into `(∏ j, p (x j)) * E (x k)`. The plan was for `Finset.prod_mul_distrib` to split this into two products. But `simp` simplifies the inside of the product first, and there it moves the multiplication into the `if`. The remaining goal shows the result: the factor is now `if x_1 = k then p (x x_1) * E (x x_1) else p (x x_1)`. This is no longer a multiplication at the top, so `Finset.prod_mul_distrib` does not match, and `simp` stops with the goal unsolved. The warning that the lemma is unused has the same cause; dropping it, as the hint suggests, would not close the goal.

The repair does the split first, with `rw [Finset.prod_mul_distrib]`, while the factor is still a multiplication. The second product then has factor 1 except at `j = k`, so the `simp` that follows reduces it to `E (x k)` and closes the goal.
